# Phase fractions of three non-collinear phases are ratios of signed areas

A ternary alloy is held at a fixed temperature and pressure at which three phases coexist. Their compositions are fixed and form the corners of a tie triangle in the phase diagram. A sample of known overall composition is prepared. How much of each phase does it contain, and can it be made from these three phases at all?

Two independent composition variables describe a ternary system, so each composition is a point of the plane. The phases have compositions $p_0,p_1,p_2$, the sample has composition $x$, and $f_i$ is the fraction of the material in phase $i$. If the coordinates are mole fractions of the elements, $f_i$ is the share of all atoms that are in phase $i$, and if they are mass fractions, it is the share of the mass.

```lean
import Mathlib

open Finset

namespace TieTriangle

noncomputable section
```

## Areas and mass balance

Write $a^{(1)},a^{(2)}$ for the coordinates of a point $a$, which are `a.1` and `a.2` in Lean, and let $a\times b=a^{(1)}b^{(2)}-a^{(2)}b^{(1)}$. The signed area of a triangle is

$$A(a,b,c)=\tfrac12\,(b-a)\times(c-a)=\tfrac12\,(a\times b+b\times c+c\times a),$$

positive when the corners run anticlockwise.

```lean
/-- The signed area of the triangle with corners `a`, `b`, `c` in the composition plane. -/
def signedArea (a b c : ℝ × ℝ) : ℝ :=
  ((b.1 - a.1) * (c.2 - a.2) - (c.1 - a.1) * (b.2 - a.2)) / 2
```

Conservation of material requires

$$f_0+f_1+f_2=1,\qquad f_0p_0+f_1p_1+f_2p_2=x .$$

No sign is imposed on $f_i$ here. A negative value will later indicate that $x$ lies outside the triangle.

```lean
/-- Mass balance: the amounts `f i` of phases with compositions `p i` sum to one and
reproduce the overall composition `x`. -/
def IsPhaseSplit (p : Fin 3 → ℝ × ℝ) (x : ℝ × ℝ) (f : Fin 3 → ℝ) : Prop :=
  ∑ i, f i = 1 ∧ ∑ i, f i • p i = x
```

The candidate solution replaces one corner at a time by $x$. With $A=A(p_0,p_1,p_2)$ and

$$A_0=A(x,p_1,p_2),\quad A_1=A(p_0,x,p_2),\quad A_2=A(p_0,p_1,x),$$

it is $f_i=A_i/A$. Listing the phases in the opposite sense changes the sign of all four areas and leaves the ratios alone.

```lean
/-- The area ratios of the tie triangle: the corner of each phase in turn is replaced by the
overall composition `x`, and the area is divided by that of the whole triangle. -/
def phaseFraction (p : Fin 3 → ℝ × ℝ) (x : ℝ × ℝ) : Fin 3 → ℝ :=
  ![signedArea x (p 1) (p 2) / signedArea (p 0) (p 1) (p 2),
    signedArea (p 0) x (p 2) / signedArea (p 0) (p 1) (p 2),
    signedArea (p 0) (p 1) x / signedArea (p 0) (p 1) (p 2)]
```

For calculation, the vector equation is split into its two coordinates. Together with the total amount, this gives three linear equations for three unknowns.

```lean
/-- The mass balance written out for the total amount and the two composition variables. -/
theorem isPhaseSplit_iff {p : Fin 3 → ℝ × ℝ} {x : ℝ × ℝ} {f : Fin 3 → ℝ} :
    IsPhaseSplit p x f ↔ f 0 + f 1 + f 2 = 1 ∧
      f 0 * (p 0).1 + f 1 * (p 1).1 + f 2 * (p 2).1 = x.1 ∧
      f 0 * (p 0).2 + f 1 * (p 1).2 + f 2 * (p 2).2 = x.2 := by
  simp only [IsPhaseSplit, Fin.sum_univ_three, Prod.ext_iff, Prod.fst_add, Prod.snd_add,
    Prod.smul_fst, Prod.smul_snd, smul_eq_mul]
```

## Zero area means a common line

The ratios need $A\neq0$. Put $u=b-a$ and $w=c-a$, so that $2A(a,b,c)=u\times w$. If the points lie on a line with direction $v$, then $u=rv$ and $w=sv$, and $u\times w=rs\,(v\times v)=0$.

Conversely, let $u\times w=0$. If $u=0$, two points coincide and the three are collinear. Otherwise project $w$ on $u$ with $r=(w\cdot u)/|u|^2$. Then

$$|u|^2w^{(1)}-(w\cdot u)u^{(1)}=-u^{(2)}(u\times w)=0,$$
$$|u|^2w^{(2)}-(w\cdot u)u^{(2)}=u^{(1)}(u\times w)=0,$$

so $w=ru$, and $c$ lies on the line through $a$ and $b$. The proof makes the same case distinction. Its `hc1` and `hc2` are the two displayed equations, divided by $|u|^2$.

```lean
/-- The signed area vanishes exactly when the three compositions lie on one line. -/
theorem signedArea_eq_zero_iff {a b c : ℝ × ℝ} :
    signedArea a b c = 0 ↔ Collinear ℝ {a, b, c} := by
  rw [collinear_iff_of_mem (p₀ := a) (by simp)]
  constructor
  · intro h
    by_cases hb : b = a
    · refine ⟨c - a, fun q hq => ?_⟩
      simp only [Set.mem_insert_iff, Set.mem_singleton_iff] at hq
      rcases hq with hq | hq | hq
      · exact ⟨0, by simp [hq]⟩
      · exact ⟨0, by simp [hq, hb]⟩
      · exact ⟨1, by simp [hq]⟩
    · have hD : (b.1 - a.1) ^ 2 + (b.2 - a.2) ^ 2 ≠ 0 := by
        intro h0
        have h1 : (b.1 - a.1) ^ 2 = 0 := by
          linarith [sq_nonneg (b.1 - a.1), sq_nonneg (b.2 - a.2)]
        have h2 : (b.2 - a.2) ^ 2 = 0 := by linarith
        exact hb (Prod.ext (sub_eq_zero.1 (pow_eq_zero_iff two_ne_zero |>.1 h1))
          (sub_eq_zero.1 (pow_eq_zero_iff two_ne_zero |>.1 h2)))
      -- the position of `c` along the line is its projection on `b - a`
      obtain ⟨r, hr⟩ : ∃ r : ℝ, r * ((b.1 - a.1) ^ 2 + (b.2 - a.2) ^ 2) =
          (c.1 - a.1) * (b.1 - a.1) + (c.2 - a.2) * (b.2 - a.2) :=
        ⟨_, div_mul_cancel₀ _ hD⟩
      simp only [signedArea] at h
      have hc1 : c.1 = r * (b.1 - a.1) + a.1 := by
        apply mul_left_cancel₀ hD
        linear_combination (-2 * (b.2 - a.2)) * h - (b.1 - a.1) * hr
      have hc2 : c.2 = r * (b.2 - a.2) + a.2 := by
        apply mul_left_cancel₀ hD
        linear_combination (2 * (b.1 - a.1)) * h - (b.2 - a.2) * hr
      refine ⟨b - a, fun q hq => ?_⟩
      simp only [Set.mem_insert_iff, Set.mem_singleton_iff] at hq
      rcases hq with hq | hq | hq
      · exact ⟨0, by simp [hq]⟩
      · exact ⟨1, by simp [hq]⟩
      · exact ⟨r, by rw [hq]; exact Prod.ext hc1 hc2⟩
  · rintro ⟨v, hv⟩
    obtain ⟨r, hr⟩ := hv b (by simp)
    obtain ⟨s, hs⟩ := hv c (by simp)
    rw [hr, hs]
    simp only [signedArea, vadd_eq_add, Prod.fst_add, Prod.snd_add, Prod.smul_fst,
      Prod.smul_snd, smul_eq_mul]
    ring
```

## Mass balance fixes the areas

Suppose some $f$ satisfies the mass balance. The signed area is affine in each corner, and the weights $f_i$ sum to one, so

$$A_0=f_0A(p_0,p_1,p_2)+f_1A(p_1,p_1,p_2)+f_2A(p_2,p_1,p_2)=f_0A,$$

because a triangle with a repeated corner has no area. In the same way $A_1=f_1A$ and $A_2=f_2A$. Lean eliminates $f_0=1-f_1-f_2$, substitutes for $x$, and lets `ring` compare the polynomials. Non-collinearity is not needed yet.

```lean
/-- In any phase split, replacing the corner of a phase by the overall composition multiplies
the area of the tie triangle by the fraction of that phase. -/
theorem area_of_split {p : Fin 3 → ℝ × ℝ} {x : ℝ × ℝ} {f : Fin 3 → ℝ}
    (h : IsPhaseSplit p x f) :
    signedArea x (p 1) (p 2) = f 0 * signedArea (p 0) (p 1) (p 2) ∧
    signedArea (p 0) x (p 2) = f 1 * signedArea (p 0) (p 1) (p 2) ∧
    signedArea (p 0) (p 1) x = f 2 * signedArea (p 0) (p 1) (p 2) := by
  obtain ⟨h0, h1, h2⟩ := isPhaseSplit_iff.1 h
  have h0' : f 0 = 1 - f 1 - f 2 := by linarith
  refine ⟨?_, ?_, ?_⟩ <;> (simp only [signedArea, ← h1, ← h2, h0']; ring)
```

## The convex hull as the set of possible mixtures

Let $S$ be the set of compositions that have a split with all $f_i\ge0$. Each corner belongs to $S$, as a single phase. If $y$ and $z$ have nonnegative splits $f$ and $g$, then $\alpha y+\beta z$, with $\alpha,\beta\ge0$ and $\alpha+\beta=1$, has the nonnegative split $\alpha f+\beta g$. So $S$ is convex and contains the corners, and therefore contains their convex hull, the smallest such set. In the other direction, a weighted mean of the corners with nonnegative weights lies in every convex set that contains them.

`convexHull_min` carries the first direction and `sum_mem` the second.

```lean
/-- The convex hull of the three phase compositions consists of the overall compositions that
have a phase split with nonnegative fractions. -/
theorem mem_hull_iff {p : Fin 3 → ℝ × ℝ} {x : ℝ × ℝ} :
    x ∈ convexHull ℝ {p 0, p 1, p 2} ↔ ∃ f, (∀ i, 0 ≤ f i) ∧ IsPhaseSplit p x f := by
  constructor
  · intro hx
    refine convexHull_min (t := {y | ∃ f, (∀ i, 0 ≤ f i) ∧ IsPhaseSplit p y f}) ?_ ?_ hx
    · -- each corner is a single pure phase
      intro q hq
      simp only [Set.mem_insert_iff, Set.mem_singleton_iff] at hq
      rcases hq with rfl | rfl | rfl
      · exact ⟨![1, 0, 0], fun i => by fin_cases i <;> simp, isPhaseSplit_iff.2 (by simp)⟩
      · exact ⟨![0, 1, 0], fun i => by fin_cases i <;> simp, isPhaseSplit_iff.2 (by simp)⟩
      · exact ⟨![0, 0, 1], fun i => by fin_cases i <;> simp, isPhaseSplit_iff.2 (by simp)⟩
    · -- mixing two samples mixes their phase fractions
      rintro y ⟨f, hf, hy⟩ z ⟨g, hg, hz⟩ a b ha hb hab
      obtain ⟨y0, y1, y2⟩ := isPhaseSplit_iff.1 hy
      obtain ⟨z0, z1, z2⟩ := isPhaseSplit_iff.1 hz
      refine ⟨fun i => a * f i + b * g i,
        fun i => add_nonneg (mul_nonneg ha (hf i)) (mul_nonneg hb (hg i)),
        isPhaseSplit_iff.2 ⟨?_, ?_, ?_⟩⟩
      · try dsimp only
        linear_combination a * y0 + b * z0 + hab
      · simp only [Prod.fst_add, Prod.smul_fst, smul_eq_mul]
        linear_combination a * y1 + b * z1
      · simp only [Prod.snd_add, Prod.smul_snd, smul_eq_mul]
        linear_combination a * y2 + b * z2
  · rintro ⟨f, hf, hs, hx⟩
    rw [← hx]
    exact (convex_convexHull ℝ _).sum_mem (fun i _ => hf i) hs
      (fun i _ => subset_convexHull ℝ _ (by fin_cases i <;> simp))
```

## The lever rule for three phases

Now let the phases be non-collinear, so $A\ne0$. Uniqueness follows at once: any split satisfies $f_iA=A_i$, hence $f_i=A_i/A$.

For existence, the ratios must satisfy the mass balance. In the sum $A_0+A_1+A_2$ every product containing $x$ occurs twice with opposite signs, which leaves

$$A_0+A_1+A_2=\tfrac12(p_0\times p_1+p_1\times p_2+p_2\times p_0)=A .$$

For the composition, measure positions from $x$ with $q_i=p_i-x$. Then $2A_0=q_1\times q_2$, $2A_1=q_2\times q_0$, $2A_2=q_0\times q_1$, and

$$(q_1\times q_2)\,q_0+(q_2\times q_0)\,q_1+(q_0\times q_1)\,q_2=0,$$

since each coordinate of the left side is a $3\times3$ determinant with a repeated row. Hence $\sum_iA_i(p_i-x)=0$, that is $\sum_iA_ip_i=Ax$. Division by $A$ gives the mass balance.

Finally, if the ratios are nonnegative, they are a nonnegative split and $x$ is in the hull. If $x$ is in the hull, it has a nonnegative split, which by uniqueness is the triple of ratios.

The theorem takes `¬ Collinear ℝ {p 0, p 1, p 2}` as its hypothesis and holds for every `x` in the plane. Its first part says that a triple `f` satisfies the mass balance exactly when it equals `phaseFraction p x`; its second part is the sign criterion. The three equations named `k` are the polynomial identities above, `hs` is existence and `hu` is uniqueness. That the three phases are in equilibrium is not derived from a free energy: their compositions are given.

```lean
/-- Lever rule for the tie triangle: for three non-collinear phases the area ratios are the one
and only phase split of `x`, and they are all nonnegative exactly when `x` lies in the convex
hull of the phase compositions. -/
theorem tie_triangle_lever_rule {p : Fin 3 → ℝ × ℝ}
    (hp : ¬ Collinear ℝ {p 0, p 1, p 2}) (x : ℝ × ℝ) :
    (∀ f, IsPhaseSplit p x f ↔ f = phaseFraction p x) ∧
    ((∀ i, 0 ≤ phaseFraction p x i) ↔ x ∈ convexHull ℝ {p 0, p 1, p 2}) := by
  have hA : signedArea (p 0) (p 1) (p 2) ≠ 0 := fun h => hp (signedArea_eq_zero_iff.1 h)
  have e0 : phaseFraction p x 0 * signedArea (p 0) (p 1) (p 2) = signedArea x (p 1) (p 2) :=
    div_mul_cancel₀ _ hA
  have e1 : phaseFraction p x 1 * signedArea (p 0) (p 1) (p 2) = signedArea (p 0) x (p 2) :=
    div_mul_cancel₀ _ hA
  have e2 : phaseFraction p x 2 * signedArea (p 0) (p 1) (p 2) = signedArea (p 0) (p 1) x :=
    div_mul_cancel₀ _ hA
  -- existence: the area ratios satisfy the mass balance
  have hs : IsPhaseSplit p x (phaseFraction p x) := by
    refine isPhaseSplit_iff.2 ⟨?_, ?_, ?_⟩ <;> apply mul_left_cancel₀ hA
    · have k : signedArea x (p 1) (p 2) + signedArea (p 0) x (p 2) + signedArea (p 0) (p 1) x
          = signedArea (p 0) (p 1) (p 2) := by simp only [signedArea]; ring
      linear_combination e0 + e1 + e2 + k
    · have k : signedArea x (p 1) (p 2) * (p 0).1 + signedArea (p 0) x (p 2) * (p 1).1
          + signedArea (p 0) (p 1) x * (p 2).1 = signedArea (p 0) (p 1) (p 2) * x.1 := by
        simp only [signedArea]; ring
      linear_combination (p 0).1 * e0 + (p 1).1 * e1 + (p 2).1 * e2 + k
    · have k : signedArea x (p 1) (p 2) * (p 0).2 + signedArea (p 0) x (p 2) * (p 1).2
          + signedArea (p 0) (p 1) x * (p 2).2 = signedArea (p 0) (p 1) (p 2) * x.2 := by
        simp only [signedArea]; ring
      linear_combination (p 0).2 * e0 + (p 1).2 * e1 + (p 2).2 * e2 + k
  -- uniqueness: any split reproduces the same areas
  have hu : ∀ f, IsPhaseSplit p x f → f = phaseFraction p x := by
    intro f hf
    obtain ⟨a0, a1, a2⟩ := area_of_split hf
    have g0 : f 0 = phaseFraction p x 0 := mul_right_cancel₀ hA (by linarith)
    have g1 : f 1 = phaseFraction p x 1 := mul_right_cancel₀ hA (by linarith)
    have g2 : f 2 = phaseFraction p x 2 := mul_right_cancel₀ hA (by linarith)
    funext i
    fin_cases i
    exacts [g0, g1, g2]
  refine ⟨fun f => ⟨hu f, fun h => h ▸ hs⟩, ?_⟩
  rw [mem_hull_iff]
  exact ⟨fun h => ⟨_, h, hs⟩, fun ⟨f, hf, hfs⟩ => hu f hfs ▸ hf⟩
```

In a calculation, take $p_0=(0.1,0.1)$, $p_1=(0.7,0.1)$, $p_2=(0.1,0.5)$ and $x=(0.3,0.2)$. The areas are $A=0.12$, $A_0=0.05$, $A_1=0.04$ and $A_2=0.03$, so the fractions are $5/12$, $1/3$ and $1/4$. A code can compute the same numbers by solving the $3\times3$ system, whose determinant is $2A$. It then accepts the triangle if no fraction is below a small negative tolerance, which allows for rounding. Nearly collinear phases make $A$ small and the fractions sensitive to errors in the compositions.

For a ternary convex hull built from computed formation energies per atom, with mole fractions as coordinates, the test is applied to the triangles of the lower hull. It finds one that contains the given composition, and the hull energy there is the mean of the energies per atom of its three corner phases, weighted by the fractions. The test uses compositions only, so it can't tell by itself which triangles belong to the lower hull.

## Collinear phases never give a unique split

Suppose $x$ has exactly one split $f$. Moving amounts $s$ and $t$ from phase 0 into phases 1 and 2 gives $(f_0-s-t,\;f_1+s,\;f_2+t)$. With $u=p_1-p_0$ and $w=p_2-p_0$, this is again a split of $x$ whenever $su+tw=0$, so uniqueness forces $s=t=0$.

If the phases were collinear, $u\times w=0$ would allow the exchanges $(s,t)=(w^{(1)},-u^{(1)})$ and $(w^{(2)},-u^{(2)})$. Both must vanish, so $u=0$. Then phases 0 and 1 have the same composition, and $(s,t)=(1,0)$ is a nonzero exchange, which is a contradiction. In the code, `key` is the statement that no exchange is possible, and it is applied to these three choices.

The converse is the first part of the lever rule. Uniqueness here is counted among all real triples, including those with negative entries. If three different compositions lie on a line and $x$ is one of the two outer ones, only one split is nonnegative, but there are infinitely many real ones. For collinear phases a composition therefore has either no split, as when it lies off their line, or infinitely many.

```lean
/-- An overall composition has exactly one phase split if and only if the three phase
compositions are not collinear. -/
theorem unique_split_iff {p : Fin 3 → ℝ × ℝ} {x : ℝ × ℝ} :
    (∃! f, IsPhaseSplit p x f) ↔ ¬ Collinear ℝ {p 0, p 1, p 2} := by
  constructor
  · rintro ⟨f, hf, hu⟩ hc
    have hA := signedArea_eq_zero_iff.2 hc
    simp only [signedArea] at hA
    obtain ⟨f0, f1, f2⟩ := isPhaseSplit_iff.1 hf
    -- uniqueness forbids any exchange of material between phases at fixed composition
    have key : ∀ s t : ℝ, s * ((p 1).1 - (p 0).1) + t * ((p 2).1 - (p 0).1) = 0 →
        s * ((p 1).2 - (p 0).2) + t * ((p 2).2 - (p 0).2) = 0 → s = 0 ∧ t = 0 := by
      intro s t h1 h2
      have h := hu ![f 0 - s - t, f 1 + s, f 2 + t] (isPhaseSplit_iff.2 ⟨by
        change (f 0 - s - t) + (f 1 + s) + (f 2 + t) = 1
        linarith, by
        change (f 0 - s - t) * (p 0).1 + (f 1 + s) * (p 1).1 + (f 2 + t) * (p 2).1 = x.1
        linear_combination f1 + h1, by
        change (f 0 - s - t) * (p 0).2 + (f 1 + s) * (p 1).2 + (f 2 + t) * (p 2).2 = x.2
        linear_combination f2 + h2⟩)
      have k1 : f 1 + s = f 1 := congrFun h 1
      have k2 : f 2 + t = f 2 := congrFun h 2
      exact ⟨by linarith, by linarith⟩
    obtain ⟨-, a⟩ := key ((p 2).1 - (p 0).1) (-((p 1).1 - (p 0).1)) (by ring)
      (by linear_combination (-2) * hA)
    obtain ⟨-, b⟩ := key ((p 2).2 - (p 0).2) (-((p 1).2 - (p 0).2))
      (by linear_combination 2 * hA) (by ring)
    exact one_ne_zero (key 1 0 (by linarith) (by linarith)).1
  · intro hp
    have h := (tie_triangle_lever_rule hp x).1
    exact ⟨phaseFraction p x, (h _).2 rfl, fun f hf => (h f).1 hf⟩
```

## Edges and pure corners

Since $f_2=A_2/A$, the fraction of phase 2 vanishes exactly when $A(p_0,p_1,x)=0$, which means that $x$ lies on the line through $p_0$ and $p_1$. This is the whole line; on the segment between the two phases, the other two fractions are nonnegative as well.

```lean
/-- For non-collinear phases, the fraction of the third phase vanishes exactly when the overall
composition lies on the line through the other two. -/
theorem third_phase_absent_iff {p : Fin 3 → ℝ × ℝ}
    (hp : ¬ Collinear ℝ {p 0, p 1, p 2}) (x : ℝ × ℝ) :
    phaseFraction p x 2 = 0 ↔ Collinear ℝ {p 0, p 1, x} := by
  have hA : signedArea (p 0) (p 1) (p 2) ≠ 0 := fun h => hp (signedArea_eq_zero_iff.1 h)
  rw [← signedArea_eq_zero_iff]
  change signedArea (p 0) (p 1) x / signedArea (p 0) (p 1) (p 2) = 0 ↔ _
  rw [div_eq_zero_iff, or_iff_left hA]
```

If the corners are the pure components, at $(0,0)$, $(1,0)$ and $(0,1)$, then $A=\tfrac12$ and

$$A_0=\tfrac12(1-x^{(1)}-x^{(2)}),\quad A_1=\tfrac12x^{(1)},\quad A_2=\tfrac12x^{(2)} .$$

With mole fractions as coordinates, the phase fractions are the mole fractions of the three components. This makes a convenient check on the corner ordering in a program.

```lean
/-- For phases at the corners `(0, 0)`, `(1, 0)`, `(0, 1)` of the composition triangle, the area
ratios are `1 - x.1 - x.2`, `x.1` and `x.2`. -/
theorem phaseFraction_pure_corners (x : ℝ × ℝ) :
    phaseFraction ![(0, 0), (1, 0), (0, 1)] x = ![1 - x.1 - x.2, x.1, x.2] := by
  funext i
  fin_cases i <;> simp [phaseFraction, signedArea]
  ring

end

end TieTriangle
```

```lean
#print axioms TieTriangle.unique_split_iff
-- 'TieTriangle.unique_split_iff' depends on axioms: [propext, Classical.choice, Quot.sound]
#print axioms TieTriangle.third_phase_absent_iff
-- 'TieTriangle.third_phase_absent_iff' depends on axioms: [propext, Classical.choice, Quot.sound]
#print axioms TieTriangle.phaseFraction_pure_corners
-- 'TieTriangle.phaseFraction_pure_corners' depends on axioms: [propext, Classical.choice, Quot.sound]
```
